# For \(N\) separated identical two-state pairs with gap \(D>0\), the doubles CI series in the coupling \(K\) converges exactly when \(4NK^2\le D^2\)

Suppose that a perturbation series has been found to converge for one electron pair, and the same expansion is then trusted for two such pairs far apart. In the simplest model, each pair has a reference configuration and a single doubly excited one, which lies higher by an energy \(D\) and is coupled to the reference by \(K\). The series is an expansion in \(K\), with both configuration energies kept at zeroth order. With \(K=0.4\,D\), the series converges for one pair. For two pairs treated by configuration interaction (CI) with double excitations, the nonzero terms shrink in magnitude up to twelfth order and then grow without bound. The low orders look healthy, yet the partial sums have no limit.

## From \(N\) pairs to two states

Take \(N\) identical, non-interacting pairs, each with one doubly excited configuration. Energies are measured from the reference \(\Phi_0\), and \(K\) is real. Doubles CI keeps \(\Phi_0\) and the configurations \(\Phi_i\) in which only pair \(i\) is excited. Each \(\Phi_i\) has energy \(D\) and couples to \(\Phi_0\) through \(K\); different \(\Phi_i\) do not couple to each other.

For \(N\ge1\), the normalised state \(S=N^{-1/2}\sum_i\Phi_i\) couples to the reference with strength \(N\cdot N^{-1/2}K=\sqrt N K\). The combinations of the \(\Phi_i\) orthogonal to \(S\) couple neither to \(\Phi_0\) nor to \(S\), and stay at energy \(D\). What remains is

\[
M=\begin{pmatrix}0&\sqrt N K\\ \sqrt N K&D\end{pmatrix}.
\]

The diagonal is the zeroth-order problem and the coupling is the perturbation. This is an Epstein–Nesbet type of partitioning, so the criterion does not carry over unchanged to Møller–Plesset theory.

## The criterion and its Lean form

The contribution of order \(2n+2\) in the coupling is

\[
e_n=-(-1)^n C_n\frac{(NK^2)^{n+1}}{D^{2n+1}},\qquad n=0,1,2,\dots,
\]

where the Catalan numbers \(C_n\) satisfy \(C_0=1\) and \(C_{n+1}=\sum_{i+j=n}C_iC_j\). In Lean, `ciMatrix N K D` is \(M\) and `term N K D n` is \(e_n\), so the index `n` is not the perturbation order. `Converges N K D` says that the ordered partial sums have a real limit; its negation therefore rules out conditional convergence too.

For \(D>0\), the theorems say the following.

- `converges_iff`: the series converges if and only if \(4NK^2\le D^2\), boundary included.
- `sum_is_lowest_eigenvalue`: under that inequality the series is summable, and its sum is the lowest root of \(\det(E\,\mathbf 1-M)=0\).
- `adding_pairs_destroys_convergence`: if \(K\ne0\) and \(4K^2\le D^2\), one pair gives a convergent series, but there is an \(N_0\) such that every \(N\ge N_0\) gives a divergent one.

The number `N` is a natural number and may be zero; then all terms vanish, and the second basis state has no physical meaning. The Lean development starts from the two-state matrix. The reduction of the pairs' Hamiltonian to that matrix is the step made above, and in a real molecule interactions between pairs and further configurations would change it.

For this model of non-interacting pairs, the result shows that the convergence of a perturbation series for a truncated CI energy can depend on system size. The full CI energy behaves differently: it is additive over the pairs, so its series is \(N\) times the single-pair series and keeps the single-pair convergence condition. That comparison is an informal argument and has not been formalised here.

## Catalan numbers from the secular equation

The determinant condition is \(E(E-D)-NK^2=0\), or \(DE=-NK^2+E^2\). Multiply the coupling by a counting parameter \(\lambda\) and insert \(E=\sum_n e_n\lambda^{2n+2}\). Equal powers of \(\lambda\) give

\[
De_0=-NK^2,\qquad De_{n+1}=\sum_{i+j=n}e_ie_j .
\]

The stated \(e_0\) satisfies the first equation. For \(i+j=n\),

\[
e_ie_j=(-1)^n C_iC_j\frac{(NK^2)^{n+2}}{D^{2n+2}} .
\]

Summing over \(i+j=n\) turns \(C_iC_j\) into \(C_{n+1}\), and the result is \(De_{n+1}\).

## Convergence up to and on the boundary

Let \(4NK^2\le D^2\). Then \((NK^2)^{n+1}\le D^{2n+2}/4^{n+1}\), so

\[
|e_n|\le\frac D4\,\frac{C_n}{4^n}.
\]

With \(B_m=\binom{2m}{m}\), the right-hand side can be summed:

\[
\sum_{n<m}\frac{C_n}{4^n}=2-\frac{2B_m}{4^m}.
\]

Both sides vanish at \(m=0\). The identities \((m+1)C_m=B_m\) and \((m+1)B_{m+1}=2(2m+1)B_m\) give \(B_{m+1}=4B_m-2C_m\). Hence

\[
2-\frac{2B_m}{4^m}+\frac{C_m}{4^m}=2-\frac{2B_{m+1}}{4^{m+1}},
\]

which is the induction step. It follows that \(\sum_{n<m}|e_n|\le D/2\) for every \(m\), and the series converges absolutely.

Call its sum \(E_*\). The Cauchy product and the recursion give

\[
E_*^2=\sum_n\sum_{i+j=n}e_ie_j=D\sum_n e_{n+1}=D(E_*-e_0)=DE_*+NK^2 .
\]

So \(E_*\) solves the secular equation. The two roots add up to \(D\), and \(E_*\le D/2\), so \(E_*\) is the lower one:

\[
E_*=\frac D2-\sqrt{\frac{D^2}{4}+NK^2}.
\]

## Growth beyond the boundary

Let \(r=4NK^2/D^2>1\). For \(n\ge1\),

\[
4^n\le2nB_n=2n(n+1)C_n\le4n^2C_n .
\]

Therefore

\[
|e_n|=\frac{NK^2}{D}\,\frac{C_n}{4^n}\,r^n\ge\frac{NK^2}{4D}\,\frac{r^n}{n^2},
\]

which grows without bound. A convergent series has terms that tend to zero, so this one diverges. If \(K\ne0\), every \(N>D^2/(4K^2)\) lies in this regime.

## The complete Lean development

```lean
import Mathlib

open Filter Topology Finset

namespace DoublesCISeries

noncomputable section

/-- For `N ≥ 1`, the two-state block of the doubles CI matrix of `N` separated pairs with gap `D`
and pair coupling `K`, in the basis of the reference and the normalised symmetric sum of the doubly
excited states. -/
def ciMatrix (N : ℕ) (K D : ℝ) : Matrix (Fin 2) (Fin 2) ℝ :=
  !![0, √(N : ℝ) * K; √(N : ℝ) * K, D]

/-- The energy contribution of order `2n + 2` in the coupling `K`, for a gap `D ≠ 0`. -/
def term (N : ℕ) (K D : ℝ) (n : ℕ) : ℝ :=
  -((-1) ^ n * (catalan n : ℝ) * (N * K ^ 2) ^ (n + 1) / D ^ (2 * n + 1))

/-- The perturbation series converges: its partial sums have a real limit (gap `D ≠ 0`). -/
def Converges (N : ℕ) (K D : ℝ) : Prop :=
  ∃ L : ℝ, Tendsto (fun m => ∑ n ∈ range m, term N K D n) atTop (𝓝 L)

/-- The characteristic determinant of the doubles CI matrix is `E (E - D) - N K²`. -/
theorem secular_det (N : ℕ) (K D E : ℝ) :
    (E • (1 : Matrix (Fin 2) (Fin 2) ℝ) - ciMatrix N K D).det = E * (E - D) - N * K ^ 2 := by
  have hm : E • (1 : Matrix (Fin 2) (Fin 2) ℝ) - ciMatrix N K D
      = !![E, -(√(N : ℝ) * K); -(√(N : ℝ) * K), E - D] := by
    ext i j
    fin_cases i <;> fin_cases j <;> simp [ciMatrix]
  have h := Real.mul_self_sqrt (Nat.cast_nonneg N : (0 : ℝ) ≤ N)
  rw [hm, Matrix.det_fin_two_of]
  linear_combination (-K ^ 2) * h

/-- For a positive gap, the terms solve the secular equation `D E = -N K² + E²` order by order
in the coupling. -/
theorem order_by_order (N : ℕ) (K : ℝ) {D : ℝ} (hD : 0 < D) :
    D * term N K D 0 = -(N * K ^ 2) ∧
    ∀ n, D * term N K D (n + 1)
      = ∑ ij ∈ antidiagonal n, term N K D ij.1 * term N K D ij.2 := by
  constructor
  · simp only [term, catalan_zero]
    field_simp
    simp
    ring
  · intro n
    have hprod : ∀ ij ∈ antidiagonal n, term N K D ij.1 * term N K D ij.2
        = (-1) ^ n * (N * K ^ 2) ^ (n + 2) / D ^ (2 * n + 2)
          * ((catalan ij.1 : ℝ) * catalan ij.2) := by
      rintro ⟨i, j⟩ hij
      obtain rfl := mem_antidiagonal.1 hij
      simp only [term]
      ring
    -- the Catalan convolution collects all products of lower orders
    have hc : (catalan (n + 1) : ℝ)
        = ∑ ij ∈ antidiagonal n, (catalan ij.1 : ℝ) * catalan ij.2 := by
      exact_mod_cast catalan_succ' n
    rw [sum_congr rfl hprod, ← mul_sum, ← hc]
    simp only [term]
    rw [show 2 * (n + 1) + 1 = (2 * n + 2) + 1 by ring, pow_succ D (2 * n + 2),
      pow_succ (-1 : ℝ) n]
    field_simp

/-- The partial sums of `C_n / 4^n` telescope through the central binomial coefficients. -/
theorem catalan_partial_sum (m : ℕ) :
    ∑ n ∈ range m, (catalan n : ℝ) / 4 ^ n = 2 - 2 * (m.centralBinom : ℝ) / 4 ^ m := by
  induction m with
  | zero => simp
  | succ m ih =>
    have h1 : ((m : ℝ) + 1) * catalan m = m.centralBinom := by
      exact_mod_cast succ_mul_catalan_eq_centralBinom m
    have h2 : ((m : ℝ) + 1) * (m + 1).centralBinom = 2 * (2 * m + 1) * m.centralBinom := by
      exact_mod_cast Nat.succ_mul_centralBinom_succ m
    have hm : (m : ℝ) + 1 ≠ 0 := by positivity
    have key : ((m + 1).centralBinom : ℝ) = 4 * m.centralBinom - 2 * catalan m := by
      apply mul_left_cancel₀ hm
      linear_combination h2 + 2 * h1
    rw [sum_range_succ, ih, key, pow_succ]
    ring

/-- For a positive gap, the magnitude of each energy contribution is the Catalan number times
`(N K²)^(n+1) / D^(2n+1)`. -/
theorem abs_term (N : ℕ) (K : ℝ) {D : ℝ} (hD : 0 < D) (n : ℕ) :
    |term N K D n| = (catalan n : ℝ) * (N * K ^ 2) ^ (n + 1) / D ^ (2 * n + 1) := by
  have hg : (0 : ℝ) ≤ (N * K ^ 2) ^ (n + 1) := by positivity
  have hd : 0 < D ^ (2 * n + 1) := by positivity
  rw [term, abs_neg, abs_div, abs_mul, abs_mul, abs_pow, abs_neg, abs_one, one_pow, one_mul,
    Nat.abs_cast, abs_of_nonneg hg, abs_of_pos hd]

/-- If `D > 0` and `4 N K² ≤ D²`, the absolute values of the first `m` terms add up to at most
`D / 2`. -/
theorem abs_partial_sum_le {N : ℕ} {K D : ℝ} (hD : 0 < D) (h : 4 * (N * K ^ 2) ≤ D ^ 2)
    (m : ℕ) : ∑ n ∈ range m, |term N K D n| ≤ D / 2 := by
  have hb : ∀ n ∈ range m, |term N K D n| ≤ D / 4 * ((catalan n : ℝ) / 4 ^ n) := by
    intro n _
    have hp : ((N : ℝ) * K ^ 2) ^ (n + 1) ≤ (D ^ 2 / 4) ^ (n + 1) :=
      pow_le_pow_left₀ (by positivity) (by linarith) _
    rw [abs_term N K hD, div_le_iff₀ (by positivity)]
    calc (catalan n : ℝ) * (N * K ^ 2) ^ (n + 1)
        ≤ catalan n * (D ^ 2 / 4) ^ (n + 1) := mul_le_mul_of_nonneg_left hp (Nat.cast_nonneg _)
      _ = D / 4 * ((catalan n : ℝ) / 4 ^ n) * D ^ (2 * n + 1) := by
        rw [div_pow, ← pow_mul, pow_succ (4 : ℝ) n]
        ring
  have hs := sum_le_sum hb
  rw [← mul_sum, catalan_partial_sum] at hs
  have hpos : 0 ≤ D / 4 * (2 * (m.centralBinom : ℝ) / 4 ^ m) := by positivity
  linarith

/-- If `D > 0` and `4 N K² ≤ D²`, the series is summable and its sum is the lowest eigenvalue
of the doubles CI matrix. -/
theorem sum_is_lowest_eigenvalue {N : ℕ} {K D : ℝ} (hD : 0 < D)
    (h : 4 * (N * K ^ 2) ≤ D ^ 2) :
    Summable (term N K D) ∧
    ((∑' n, term N K D n) • (1 : Matrix (Fin 2) (Fin 2) ℝ) - ciMatrix N K D).det = 0 ∧
    ∀ μ : ℝ, (μ • (1 : Matrix (Fin 2) (Fin 2) ℝ) - ciMatrix N K D).det = 0 →
      ∑' n, term N K D n ≤ μ := by
  have ha : Summable (fun n => |term N K D n|) :=
    summable_of_sum_range_le (fun _ => abs_nonneg _) (abs_partial_sum_le hD h)
  have hs : Summable (term N K D) := ha.of_abs
  have hn : Summable (fun n => ‖term N K D n‖) := ha
  obtain ⟨r0, r1⟩ := order_by_order N K hD
  -- the Cauchy product resums the order-by-order equations
  have hsq : (∑' n, term N K D n) * (∑' n, term N K D n)
      = D * ∑' n, term N K D (n + 1) := by
    rw [tsum_mul_tsum_eq_tsum_sum_antidiagonal_of_summable_norm hn hn, ← tsum_mul_left]
    exact tsum_congr fun n => (r1 n).symm
  have hsplit := hs.tsum_eq_zero_add
  have hle : ∑' n, term N K D n ≤ D / 2 :=
    le_of_tendsto' hs.hasSum.tendsto_sum_nat fun m =>
      (sum_le_sum fun n _ => le_abs_self _).trans (abs_partial_sum_le hD h m)
  have hroot : (∑' n, term N K D n) * ((∑' n, term N K D n) - D) - N * K ^ 2 = 0 := by
    linear_combination hsq - D * hsplit - r0
  refine ⟨hs, by rw [secular_det]; exact hroot, fun μ hμ => ?_⟩
  rw [secular_det] at hμ
  -- the two roots add up to D, and the sum lies below D / 2
  have hf : ((∑' n, term N K D n) - μ) * ((∑' n, term N K D n) + μ - D) = 0 := by
    linear_combination hroot - hμ
  rcases mul_eq_zero.1 hf with h1 | h1 <;> linarith

/-- If `D > 0` and `4 N K² > D²`, the perturbation series diverges. -/
theorem diverges {N : ℕ} {K D : ℝ} (hD : 0 < D) (h : D ^ 2 < 4 * (N * K ^ 2)) :
    ¬ Converges N K D := by
  rintro ⟨L, hL⟩
  have h0 : Tendsto (fun n => |term N K D n|) atTop (𝓝 0) := by
    have h1 : Tendsto (fun m => ∑ n ∈ range (m + 1), term N K D n
        - ∑ n ∈ range m, term N K D n) atTop (𝓝 (L - L)) :=
      ((tendsto_add_atTop_iff_nat 1).2 hL).sub hL
    simp only [sum_range_succ, add_sub_cancel_left, sub_self] at h1
    simpa using h1.abs
  have hg : (0 : ℝ) < N * K ^ 2 := by nlinarith [sq_nonneg D]
  have hr : 1 < 4 * (N * K ^ 2) / D ^ 2 := (one_lt_div (by positivity)).2 h
  have h2 := (tendsto_pow_const_div_const_pow_of_one_lt 2 hr).mul h0
  -- Catalan numbers grow like 4^n up to a power of n
  have h3 : ∀ᶠ n : ℕ in atTop, N * K ^ 2 / D / 4
      ≤ (n : ℝ) ^ 2 / (4 * (N * K ^ 2) / D ^ 2) ^ n * |term N K D n| := by
    filter_upwards [eventually_ge_atTop 1] with n hn
    have hc : 4 ^ n ≤ 4 * n ^ 2 * catalan n := by
      have h4 := Nat.four_pow_le_two_mul_self_mul_centralBinom n hn
      rw [← succ_mul_catalan_eq_centralBinom] at h4
      calc 4 ^ n ≤ 2 * n * ((n + 1) * catalan n) := h4
        _ ≤ 2 * n * ((n + n) * catalan n) := by gcongr
        _ = 4 * n ^ 2 * catalan n := by ring
    have hc' : (4 : ℝ) ^ n ≤ 4 * n ^ 2 * catalan n := by exact_mod_cast hc
    have he : (n : ℝ) ^ 2 / (4 * (N * K ^ 2) / D ^ 2) ^ n * |term N K D n|
        = N * K ^ 2 / D / 4 * (4 * n ^ 2 * catalan n / 4 ^ n) := by
      rw [abs_term N K hD]
      generalize (N : ℝ) * K ^ 2 = g at hg
      rw [div_pow, mul_pow, pow_succ g n, pow_succ D (2 * n), pow_mul D 2 n]
      field_simp
    rw [he]
    exact le_mul_of_one_le_right (by positivity) ((one_le_div (by positivity)).2 hc')
  have h5 := ge_of_tendsto h2 h3
  have h6 : 0 < N * K ^ 2 / D / 4 := by positivity
  linarith

/-- For a positive gap, the doubles CI perturbation series of `N` separated pairs converges
exactly when `4 N K² ≤ D²`. -/
theorem converges_iff (N : ℕ) (K : ℝ) {D : ℝ} (hD : 0 < D) :
    Converges N K D ↔ 4 * (N * K ^ 2) ≤ D ^ 2 := by
  constructor
  · intro hc
    by_contra h
    exact diverges hD (not_le.1 h) hc
  · intro h
    exact ⟨_, (sum_is_lowest_eigenvalue hD h).1.hasSum.tendsto_sum_nat⟩

/-- For `D > 0`, `K ≠ 0` and `4 K² ≤ D²`, the series of a single pair converges, but that of `N`
separated pairs diverges for every sufficiently large `N`. -/
theorem adding_pairs_destroys_convergence {K D : ℝ} (hD : 0 < D) (hK : K ≠ 0)
    (h : 4 * K ^ 2 ≤ D ^ 2) :
    Converges 1 K D ∧ ∃ N₀ : ℕ, ∀ N ≥ N₀, ¬ Converges N K D := by
  refine ⟨(converges_iff 1 K hD).2 (by simpa using h), ?_⟩
  obtain ⟨N₀, hN₀⟩ := exists_nat_gt (D ^ 2 / (4 * K ^ 2))
  refine ⟨N₀, fun N hN => diverges hD ?_⟩
  have hN' : (N₀ : ℝ) ≤ N := by exact_mod_cast hN
  have h1 := (div_lt_iff₀ (by positivity)).1 (hN₀.trans_le hN')
  linarith

end

end DoublesCISeries
```

```lean
#print axioms DoublesCISeries.converges_iff
#print axioms DoublesCISeries.adding_pairs_destroys_convergence
```

```
'DoublesCISeries.converges_iff' depends on axioms: [propext, Classical.choice, Quot.sound]
'DoublesCISeries.adding_pairs_destroys_convergence' depends on axioms: [propext, Classical.choice, Quot.sound]
```

## How the lemmas carry the argument

`secular_det` computes the determinant, using \(\sqrt N\sqrt N=N\). `order_by_order` proves the two recursion equations: `hprod` collects the signs and powers in \(e_ie_j\), and `catalan_succ'` supplies the Catalan convolution. The parameter \(\lambda\) does not appear, because the equations for its coefficients are stated directly.

`catalan_partial_sum` is the induction above, with `key` as the relation \(B_{m+1}=4B_m-2C_m\). `abs_term` removes the signs, and `abs_partial_sum_le` combines the termwise bound with the telescoped sum to reach \(D/2\).

In `sum_is_lowest_eigenvalue`, bounded sums of absolute values give summability. The Cauchy product yields `hsq`, `hsplit` separates off the term \(e_0\), and `linear_combination` assembles them into the secular equation `hroot`. For any root \(\mu\), subtracting the two secular equations gives

\[
(E_*-\mu)(E_*+\mu-D)=0 .
\]

Either \(\mu=E_*\), or \(\mu=D-E_*\ge D/2\ge E_*\). These are the two cases at the end of the proof.

`diverges` assumes a limit and subtracts consecutive partial sums to obtain \(|e_n|\to0\). Since \(n^2/r^n\to0\) as well, the product \((n^2/r^n)|e_n|\) tends to zero. Step `h3` bounds that product below by the positive number \(NK^2/(4D)\) for all \(n\ge1\), a contradiction.

`converges_iff` joins the two regimes. The last theorem applies it to one pair, then picks a natural number above \(D^2/(4K^2)\) and uses `diverges` from there on.

## A negative gap leads to the upper root

The eigenvalue theorem fails if negative gaps are admitted. Take \(N=1\), \(K=3\) and \(D=-8\), so that \(4NK^2=36\le64=D^2\). The matrix has eigenvalues \(1\) and \(-9\). The series begins with \(e_0=9/8\) and sums to \(1\), the higher eigenvalue: it follows the state that starts as the reference, which now lies above the doubly excited configuration.
